# Jordan–Wigner hopping carries only the Z-string between the two sites

Electrons hopping between orthonormal spin orbitals are to be simulated on a register of qubits, one qubit for each spin orbital. Creation and annihilation operators of different orbitals anticommute, but operators of different qubits commute. Strings of $Z$ supply the missing sign.

Take sites $0,\dots,n-1$ with self-adjoint $X_j,Y_j$ satisfying $X_j^2=Y_j^2=1$, $X_jY_j=iZ_j$ and $Y_jX_j=-iZ_j$, where operators of different sites commute. Write

$$S_j=Z_0\cdots Z_{j-1},\qquad L_j^\pm=\tfrac12(X_j\pm iY_j),\qquad a_j=S_jL_j^+ .$$

Then $a_ja_k+a_ka_j=0$, $a_ja_k^*+a_k^*a_j=\delta_{jk}$ and $a_j^*a_j=(1-Z_j)/2$. For $j<k$,

$$a_j^*a_k+a_k^*a_j=\tfrac12(X_jX_k+Y_jY_k)\,Z_{j+1}\cdots Z_{k-1}.$$

## Derivation from the Pauli relations

**One site.** Since $Z=-iXY=iYX$, we get $Z^*=Z$, $YZ=iX=-ZY$, $ZX=iY=-XZ$ and $Z^2=-iX(YZ)=1$. Different $Z_j$ commute, so $S_j^*=S_j$ and $S_j^2=1$. As $S_j$ commutes with $L_j^\pm$, $a_j^*=S_jL_j^-$ and the strings cancel:

$$a_j^*a_j=L_j^-L_j^+=\tfrac14(2+iX_jY_j-iY_jX_j)=\tfrac12(1-Z_j).$$

Likewise $a_ja_j^*=(1+Z_j)/2$, and $a_j^2=\tfrac14(X_j^2-Y_j^2+i(X_jY_j+Y_jX_j))=0$. The first two add up to 1.

**Two sites, $j<k$.** $L_j^\pm$ anticommutes with $Z_j$, which occurs once in $S_k$, and commutes with the other factors. Hence $L_j^\pm S_k=-S_kL_j^\pm$, while $L_k^\pm$ commutes with $S_j$. For any choice of signs,

$$(S_jL_j)(S_kL_k)=-S_jS_kL_jL_k=-(S_kL_k)(S_jL_j).$$

**Hopping.** Let $S_{jk}=Z_{j+1}\cdots Z_{k-1}$, so $S_jS_k=Z_jS_{jk}$. From $L_j^-Z_j=L_j^-$ and $L_j^+Z_j=-L_j^+$,

$$a_j^*a_k=L_j^-L_k^+S_{jk},\qquad a_k^*a_j=-a_ja_k^*=L_j^+L_k^-S_{jk}.$$

In the sum the mixed $XY$ terms cancel, which leaves the stated formula.

**Smallest case.** For $n=1$ there is no string: $a_0=(X_0+iY_0)/2$ is the annihilation operator of a single fermion mode.

**Without commutation between sites** the result fails. Let both of two sites be the same qubit, $X_0=X_1$ and $Y_0=Y_1$. Then $a_1=Z_0L_0^+=a_0$, so $a_0a_1^*+a_1^*a_0=1$ instead of 0.

## Pauli sites and strings in Lean

`A` is a complex star-algebra of any dimension, with `star` as the adjoint.

```lean
import Mathlib

open Complex
open scoped Kronecker

namespace JordanWignerHopping

noncomputable section

variable {A : Type*} [Ring A] [StarRing A] [Algebra ℂ A] [StarModule ℂ A]
```

`PauliSites` collects the assumptions for indices below `n`; nothing is required of later indices.

```lean
/-- Sites `0, ..., n-1` carry self-adjoint `X`, `Y` with the Pauli relations on each site,
and operators of different sites commute. -/
structure PauliSites (n : ℕ) (X Y Z : ℕ → A) : Prop where
  star_X : ∀ j < n, star (X j) = X j
  star_Y : ∀ j < n, star (Y j) = Y j
  X_sq : ∀ j < n, X j * X j = 1
  Y_sq : ∀ j < n, Y j * Y j = 1
  XY : ∀ j < n, X j * Y j = I • Z j
  YX : ∀ j < n, Y j * X j = -(I • Z j)
  comm_XX : ∀ j < n, ∀ k < n, j ≠ k → Commute (X j) (X k)
  comm_XY : ∀ j < n, ∀ k < n, j ≠ k → Commute (X j) (Y k)
  comm_YY : ∀ j < n, ∀ k < n, j ≠ k → Commute (Y j) (Y k)
```

`zString Z a b` runs over $a\le i<b$, so $S_j$ is `zString Z 0 j`.

```lean
/-- The string `Z_a Z_(a+1) ... Z_(b-1)`, equal to one when `b ≤ a`. -/
def zString (Z : ℕ → A) (a : ℕ) : ℕ → A
  | 0 => 1
  | b + 1 => if a ≤ b then zString Z a b * Z b else 1
```

Setting `β` to `I` or `-I` gives $L_j^+$ or $L_j^-$.

```lean
/-- The site operator `(X_j + β Y_j)/2`. -/
def ladder (X Y : ℕ → A) (β : ℂ) (j : ℕ) : A := (1 / 2 : ℂ) • (X j + β • Y j)
```

With this convention $Z_j=+1$ means an empty mode and $Z_j=-1$ an occupied one.

```lean
/-- The Jordan-Wigner operator `a_j = Z_0 ... Z_(j-1) (X_j + i Y_j)/2`. -/
def jw (X Y Z : ℕ → A) (j : ℕ) : A := zString Z 0 j * ladder X Y I j
```

## Products on a site and commutation between sites

The properties of $Z$ are derived by writing it as $-iXY$ or $iYX$.

```lean
variable {n : ℕ} {X Y Z : ℕ → A}

/-- On each Pauli site `Z` is self-adjoint, squares to one, and has the usual products
with `X` and `Y`. -/
theorem pauli_Z (h : PauliSites n X Y Z) {j : ℕ} (hj : j < n) :
    star (Z j) = Z j ∧ Z j * Z j = 1 ∧ X j * Z j = -(I • Y j) ∧ Z j * X j = I • Y j ∧
      Y j * Z j = I • X j ∧ Z j * Y j = -(I • X j) := by
  have hz : Z j = (-I) • (X j * Y j) := by
    rw [h.XY j hj, smul_smul]; simp
  have hz' : Z j = I • (Y j * X j) := by
    rw [h.YX j hj, smul_neg, smul_smul, I_mul_I, neg_smul, one_smul, neg_neg]
  have hYZ : Y j * Z j = I • X j := by
    rw [hz', mul_smul_comm, ← mul_assoc, h.Y_sq j hj, one_mul]
  refine ⟨?_, ?_, ?_, ?_, hYZ, ?_⟩
  · calc star (Z j) = star ((-I) • (X j * Y j)) := by rw [← hz]
      _ = I • (Y j * X j) := by simp [h.star_X j hj, h.star_Y j hj]
      _ = Z j := hz'.symm
  · calc Z j * Z j = ((-I) • (X j * Y j)) * Z j := by rw [← hz]
      _ = (-I) • (X j * (I • X j)) := by rw [smul_mul_assoc, mul_assoc, hYZ]
      _ = 1 := by rw [mul_smul_comm, h.X_sq j hj, smul_smul]; simp
  · rw [hz, mul_smul_comm, ← mul_assoc, h.X_sq j hj, one_mul, neg_smul]
  · rw [hz', smul_mul_assoc, mul_assoc, h.X_sq j hj, mul_one]
  · rw [hz, smul_mul_assoc, mul_assoc, h.Y_sq j hj, mul_one, neg_smul]
```

Commutation carries over to the ladder operators by linearity and to $Z$ by the same substitution.

```lean
omit [StarModule ℂ A] in
/-- On different Pauli sites the operators `(X + β Y)/2` and `Z` commute with one another. -/
theorem site_commute (h : PauliSites n X Y Z) {j k : ℕ} (hj : j < n) (hk : k < n)
    (hjk : j ≠ k) (β γ : ℂ) :
    Commute (ladder X Y β j) (ladder X Y γ k) ∧ Commute (ladder X Y β j) (Z k) ∧
      Commute (Z j) (Z k) := by
  have hZ : ∀ i < n, Z i = (-I) • (X i * Y i) := fun i hi => by
    rw [h.XY i hi, smul_smul]; simp
  have xx := h.comm_XX j hj k hk hjk
  have xy := h.comm_XY j hj k hk hjk
  have yx := (h.comm_XY k hk j hj hjk.symm).symm
  have yy := h.comm_YY j hj k hk hjk
  have lx : Commute (ladder X Y β j) (X k) := by
    unfold ladder; exact (xx.add_left (yx.smul_left β)).smul_left _
  have ly : Commute (ladder X Y β j) (Y k) := by
    unfold ladder; exact (xy.add_left (yy.smul_left β)).smul_left _
  refine ⟨?_, ?_, ?_⟩
  · rw [show ladder X Y γ k = (1 / 2 : ℂ) • (X k + γ • Y k) from rfl]
    exact (lx.add_right (ly.smul_right γ)).smul_right _
  · rw [hZ k hk]
    exact (lx.mul_right ly).smul_right _
  · rw [hZ j hj, hZ k hk]
    exact (((xx.mul_left yx).mul_right (xy.mul_left yy)).smul_right _).smul_left _
```

Induction on the upper end extends this to strings.

```lean
omit [StarRing A] [Algebra ℂ A] [StarModule ℂ A] in
/-- An operator that commutes with every `Z` in a string commutes with the string. -/
theorem zString_commute {T : A} {a b : ℕ}
    (hT : ∀ i, a ≤ i → i < b → Commute T (Z i)) : Commute T (zString Z a b) := by
  induction b with
  | zero => simp [zString]
  | succ b ih =>
    rw [zString]
    split_ifs with hab
    · exact (ih fun i h1 h2 => hT i h1 (by omega)).mul_right (hT b hab (by omega))
    · exact Commute.one_right T
```

The third part below splits a string at site $j$, which exposes the factor $Z_j$.

```lean
/-- A string of `Z` on Pauli sites is self-adjoint, squares to one, and factorises at each
of its sites. -/
theorem zString_props (h : PauliSites n X Y Z) {a b : ℕ} (hb : b ≤ n) :
    star (zString Z a b) = zString Z a b ∧ zString Z a b * zString Z a b = 1 ∧
      ∀ j, a ≤ j → j < b →
        zString Z a b = zString Z a j * Z j * zString Z (j + 1) b := by
  induction b with
  | zero => simp [zString]
  | succ b ih =>
    obtain ⟨hs, hq, hf⟩ := ih (by omega)
    have hbn : b < n := by omega
    obtain ⟨zs, zq, -⟩ := pauli_Z h hbn
    have hc : Commute (Z b) (zString Z a b) := zString_commute fun i _ hi =>
      (site_commute h hbn (hi.trans hbn) hi.ne' 0 0).2.2
    refine ⟨?_, ?_, ?_⟩
    · rw [zString]
      split_ifs
      · rw [star_mul, hs, zs, hc.eq]
      · simp
    · rw [zString]
      split_ifs
      · calc zString Z a b * Z b * (zString Z a b * Z b)
            = zString Z a b * (Z b * zString Z a b) * Z b := by simp only [mul_assoc]
          _ = (zString Z a b * zString Z a b) * (Z b * Z b) := by
            rw [hc.eq]; simp only [mul_assoc]
          _ = 1 := by rw [hq, zq, one_mul]
      · simp
    · intro j haj hjb
      have e1 : zString Z a (b + 1) = zString Z a b * Z b := by
        rw [zString, if_pos (show a ≤ b by omega)]
      rcases (show j < b ∨ j = b by omega) with hlt | heq
      · have e2 : zString Z (j + 1) (b + 1) = zString Z (j + 1) b * Z b := by
          rw [zString, if_pos (show j + 1 ≤ b by omega)]
        rw [e1, e2, hf j haj hlt]
        simp only [mul_assoc]
      · have e3 : zString Z (b + 1) (b + 1) = 1 := by
          rw [zString, if_neg (show ¬ b + 1 ≤ b by omega)]
        rw [heq, e1, e3, mul_one]
```

## Occupation and the fermionic sign

```lean
/-- On Pauli sites the adjoint of `a_j` is `Z_0 ... Z_(j-1) (X_j - i Y_j)/2`. -/
theorem star_jw (h : PauliSites n X Y Z) {j : ℕ} (hj : j < n) :
    star (jw X Y Z j) = zString Z 0 j * ladder X Y (-I) j := by
  have h2 : star (1 / 2 : ℂ) = 1 / 2 := by simp
  have hI : star I = -I := by simp
  have hl : star (ladder X Y I j) = ladder X Y (-I) j := by
    unfold ladder
    rw [star_smul, star_add, star_smul, h2, hI, h.star_X j hj, h.star_Y j hj]
  have hc : Commute (ladder X Y (-I) j) (zString Z 0 j) := zString_commute fun i _ hi =>
    (site_commute h hj (hi.trans hj) hi.ne' (-I) 0).2.1
  rw [jw, star_mul, hl, (zString_props h hj.le).1, hc.eq]
```

Here `key` cancels the strings for general coefficients `β`, `γ`; three choices give the three products.

```lean
/-- On a Pauli site `a_j* a_j = (1 - Z_j)/2`, `a_j a_j* = (1 + Z_j)/2` and `a_j a_j = 0`. -/
theorem jw_number (h : PauliSites n X Y Z) {j : ℕ} (hj : j < n) :
    star (jw X Y Z j) * jw X Y Z j = (1 / 2 : ℂ) • (1 - Z j) ∧
      jw X Y Z j * star (jw X Y Z j) = (1 / 2 : ℂ) • (1 + Z j) ∧
      jw X Y Z j * jw X Y Z j = 0 := by
  -- the two strings cancel and a product on site `j` remains
  have key : ∀ β γ : ℂ, zString Z 0 j * ladder X Y β j * (zString Z 0 j * ladder X Y γ j) =
      (1 / 4 : ℂ) • ((1 + β * γ) • (1 : A) + (I * (γ - β)) • Z j) := by
    intro β γ
    have hc : Commute (ladder X Y β j) (zString Z 0 j) := zString_commute fun i _ hi =>
      (site_commute h hj (hi.trans hj) hi.ne' β 0).2.1
    calc _ = zString Z 0 j * (ladder X Y β j * zString Z 0 j) * ladder X Y γ j := by
          simp only [mul_assoc]
      _ = (zString Z 0 j * zString Z 0 j) * (ladder X Y β j * ladder X Y γ j) := by
          rw [hc.eq]; simp only [mul_assoc]
      _ = ladder X Y β j * ladder X Y γ j := by rw [(zString_props h hj.le).2.1, one_mul]
      _ = _ := by
          unfold ladder
          simp only [smul_mul_assoc, mul_smul_comm, add_mul, mul_add, h.X_sq j hj,
            h.Y_sq j hj, h.XY j hj, h.YX j hj]
          module
  rw [star_jw h hj]
  unfold jw
  refine ⟨?_, ?_, ?_⟩
  · have e1 : 1 + -I * I = 2 := by linear_combination -I_mul_I
    have e2 : I * (I - -I) = -2 := by linear_combination 2 * I_mul_I
    rw [key, e1, e2]; module
  · have e1 : 1 + I * -I = 2 := by linear_combination -I_mul_I
    have e2 : I * (-I - I) = 2 := by linear_combination -2 * I_mul_I
    rw [key, e1, e2]; module
  · have e1 : 1 + I * I = 0 := by linear_combination I_mul_I
    rw [key, e1, sub_self]; simp
```

In the next proof, `c4` is $L_jS_k=-S_kL_j$. The cases $j<k$, $j=k$ and $j>k$ are then treated separately.

```lean
/-- The Jordan-Wigner operators on Pauli sites satisfy the canonical anticommutation
relations. -/
theorem jw_car (h : PauliSites n X Y Z) {j k : ℕ} (hj : j < n) (hk : k < n) :
    jw X Y Z j * jw X Y Z k + jw X Y Z k * jw X Y Z j = 0 ∧
      jw X Y Z j * star (jw X Y Z k) + star (jw X Y Z k) * jw X Y Z j =
        if j = k then 1 else 0 := by
  have key : ∀ j k, j < k → k < n → ∀ β γ : ℂ,
      zString Z 0 j * ladder X Y β j * (zString Z 0 k * ladder X Y γ k) +
        zString Z 0 k * ladder X Y γ k * (zString Z 0 j * ladder X Y β j) = 0 := by
    intro j k hjk hk β γ
    have hj : j < n := hjk.trans hk
    obtain ⟨-, -, xz, zx, yz, zy⟩ := pauli_Z h hj
    have c1 : Commute (ladder X Y γ k) (zString Z 0 j) := zString_commute fun i _ hi =>
      (site_commute h hk (hi.trans hj) (by omega) γ 0).2.1
    have c2 := (site_commute h hj hk hjk.ne β γ).1
    have c3 : Commute (zString Z 0 k) (zString Z 0 j) := zString_commute fun i _ hi =>
      (zString_commute fun m _ hm => by
        rcases eq_or_ne i m with e | e
        · rw [e]
        · exact (site_commute h (hi.trans hj) (hm.trans hk) e 0 0).2.2 :
        Commute (Z i) (zString Z 0 k)).symm
    have cS : Commute (ladder X Y β j) (zString Z 0 j) := zString_commute fun i _ hi =>
      (site_commute h hj (hi.trans hj) hi.ne' β 0).2.1
    have cT : Commute (ladder X Y β j) (zString Z (j + 1) k) :=
      zString_commute fun i h1 hi => (site_commute h hj (hi.trans hk) (by omega) β 0).2.1
    have hl : ladder X Y β j * Z j = -(Z j * ladder X Y β j) := by
      unfold ladder
      simp only [smul_mul_assoc, mul_smul_comm, add_mul, mul_add, xz, zx, yz, zy]
      module
    -- the longer string contains `Z_j`, which gives the fermionic sign
    have c4 : ladder X Y β j * zString Z 0 k = -(zString Z 0 k * ladder X Y β j) := by
      rw [(zString_props h hk.le).2.2 j (Nat.zero_le j) hjk]
      calc _ = (ladder X Y β j * zString Z 0 j) * Z j * zString Z (j + 1) k := by
            simp only [mul_assoc]
        _ = zString Z 0 j * (ladder X Y β j * Z j) * zString Z (j + 1) k := by
            rw [cS.eq]; simp only [mul_assoc]
        _ = -(zString Z 0 j * Z j * (ladder X Y β j * zString Z (j + 1) k)) := by
            rw [hl]; simp only [mul_neg, neg_mul, mul_assoc]
        _ = _ := by rw [cT.eq]; simp only [mul_assoc]
    have e1 : zString Z 0 j * ladder X Y β j * (zString Z 0 k * ladder X Y γ k) =
        -(zString Z 0 k * zString Z 0 j * (ladder X Y γ k * ladder X Y β j)) := by
      calc _ = zString Z 0 j * (ladder X Y β j * zString Z 0 k) * ladder X Y γ k := by
            simp only [mul_assoc]
        _ = -(zString Z 0 j * zString Z 0 k * (ladder X Y β j * ladder X Y γ k)) := by
            rw [c4]; simp only [mul_neg, neg_mul, mul_assoc]
        _ = _ := by rw [c2.eq, c3.eq]
    have e2 : zString Z 0 k * ladder X Y γ k * (zString Z 0 j * ladder X Y β j) =
        zString Z 0 k * zString Z 0 j * (ladder X Y γ k * ladder X Y β j) := by
      calc _ = zString Z 0 k * (ladder X Y γ k * zString Z 0 j) * ladder X Y β j := by
            simp only [mul_assoc]
        _ = _ := by rw [c1.eq]; simp only [mul_assoc]
    rw [e1, e2, neg_add_cancel]
  rcases lt_trichotomy j k with hlt | heq | hgt
  · refine ⟨key j k hlt hk I I, ?_⟩
    rw [if_neg hlt.ne, star_jw h hk]
    exact key j k hlt hk I (-I)
  · subst heq
    obtain ⟨n1, n2, n3⟩ := jw_number h hj
    refine ⟨by rw [n3, add_zero], ?_⟩
    rw [if_pos rfl, n1, n2]
    module
  · refine ⟨by rw [add_comm]; exact key k j hgt hj I I, ?_⟩
    rw [if_neg hgt.ne', star_jw h hk, add_comm]
    exact key k j hgt hj (-I) I
```

## Hopping and the open XY chain

`key` removes the common string, `p` and `q` absorb $Z_j$, and `core` is the final sum.

```lean
/-- Hopping between Pauli sites `j < k` is `(X_j X_k + Y_j Y_k)/2` times the string of `Z`
on the sites strictly between them. -/
theorem jw_hopping (h : PauliSites n X Y Z) {j k : ℕ} (hjk : j < k) (hk : k < n) :
    star (jw X Y Z j) * jw X Y Z k + star (jw X Y Z k) * jw X Y Z j =
      ((1 / 2 : ℂ) • (X j * X k + Y j * Y k)) * zString Z (j + 1) k := by
  have hj : j < n := hjk.trans hk
  obtain ⟨-, -, xz, -, yz, -⟩ := pauli_Z h hj
  -- the common part of the two strings cancels
  have key : ∀ β γ : ℂ, zString Z 0 j * ladder X Y β j * (zString Z 0 k * ladder X Y γ k) =
      ladder X Y β j * Z j * ladder X Y γ k * zString Z (j + 1) k := by
    intro β γ
    have c1 : Commute (ladder X Y β j) (zString Z 0 j) := zString_commute fun i _ hi =>
      (site_commute h hj (hi.trans hj) hi.ne' β 0).2.1
    have c2 : Commute (ladder X Y γ k) (zString Z (j + 1) k) := zString_commute fun i _ hi =>
      (site_commute h hk (hi.trans hk) hi.ne' γ 0).2.1
    rw [(zString_props h hk.le).2.2 j (Nat.zero_le j) hjk]
    calc _ = zString Z 0 j * (ladder X Y β j * zString Z 0 j) * Z j *
            (zString Z (j + 1) k * ladder X Y γ k) := by simp only [mul_assoc]
      _ = (zString Z 0 j * zString Z 0 j) * (ladder X Y β j * Z j) *
            (ladder X Y γ k * zString Z (j + 1) k) := by
          rw [c1.eq, c2.eq]; simp only [mul_assoc]
      _ = _ := by rw [(zString_props h hj.le).2.1, one_mul]; simp only [mul_assoc]
  have hII : ∀ x : A, I • (I • x) = -x := fun x => by
    rw [smul_smul, I_mul_I, neg_smul, one_smul]
  -- `Z_j` is absorbed by the ladder operators up to a sign
  have p : ladder X Y (-I) j * Z j = ladder X Y (-I) j := by
    unfold ladder
    simp only [smul_mul_assoc, add_mul, xz, yz]
    linear_combination (norm := module) (-1 / 2 : ℂ) • hII (X j)
  have q : ladder X Y I j * Z j = -ladder X Y I j := by
    unfold ladder
    simp only [smul_mul_assoc, add_mul, xz, yz]
    linear_combination (norm := module) (1 / 2 : ℂ) • hII (X j)
  have core : ladder X Y (-I) j * Z j * ladder X Y I k -
      ladder X Y I j * Z j * ladder X Y (-I) k =
      (1 / 2 : ℂ) • (X j * X k + Y j * Y k) := by
    rw [p, q]
    unfold ladder
    simp only [smul_mul_assoc, mul_smul_comm, add_mul, mul_add, neg_mul]
    linear_combination (norm := module) (-1 / 2 : ℂ) • hII (Y j * Y k)
  have hcar := (jw_car h hj hk).2
  rw [if_neg hjk.ne] at hcar
  rw [eq_neg_of_add_eq_zero_right hcar, star_jw h hj, star_jw h hk]
  unfold jw
  rw [key, key, ← core, sub_mul, sub_eq_add_neg]
```

Between neighbours the string is empty, and $Z_j=1-2a_j^*a_j$. The open isotropic XY chain (equal $XX$ and $YY$ couplings on each bond) in a field along $z$ is therefore quadratic in fermions, up to a constant. The couplings and fields may be complex; if all of them are real, the Hamiltonian is self-adjoint. The theorem rewrites the chain but does not diagonalise it, and a periodic chain is not covered.

```lean
/-- The open isotropic XY chain on `n + 1` Pauli sites, with couplings `J_j` and fields `B_j`, is a
nearest-neighbour hopping Hamiltonian with on-site terms `B_j (1 - 2 a_j* a_j)`. -/
theorem xy_chain (h : PauliSites (n + 1) X Y Z) (J B : ℕ → ℂ) :
    ∑ j ∈ Finset.range n, J j • ((1 / 2 : ℂ) • (X j * X (j + 1) + Y j * Y (j + 1))) +
        ∑ j ∈ Finset.range (n + 1), B j • Z j =
      ∑ j ∈ Finset.range n, J j • (star (jw X Y Z j) * jw X Y Z (j + 1) +
          star (jw X Y Z (j + 1)) * jw X Y Z j) +
        ∑ j ∈ Finset.range (n + 1),
          B j • (1 - (2 : ℂ) • (star (jw X Y Z j) * jw X Y Z j)) := by
  congr 1
  · refine Finset.sum_congr rfl fun j hj => ?_
    have hj' := Finset.mem_range.mp hj
    -- between neighbours the string is empty
    rw [jw_hopping h (Nat.lt_succ_self j) (by omega), zString,
      if_neg (show ¬ j + 1 ≤ j by omega), mul_one]
  · refine Finset.sum_congr rfl fun j hj => ?_
    rw [(jw_number h (Finset.mem_range.mp hj)).1]
    module
```

## Three qubits as an instance

Kronecker products give a concrete register in which hopping between the outer qubits carries the string $Z_1$.

```lean
/-- Complex two-by-two matrices, the operators of one qubit. -/
abbrev Qubit := Matrix (Fin 2) (Fin 2) ℂ

/-- The one-qubit operator `M` acting on qubit 0, 1 or 2 of three; any index above 2 also
means qubit 2. -/
def onQubit (M : Qubit) : ℕ → Matrix (Fin 2 × Fin 2 × Fin 2) (Fin 2 × Fin 2 × Fin 2) ℂ
  | 0 => M ⊗ₖ ((1 : Qubit) ⊗ₖ (1 : Qubit))
  | 1 => (1 : Qubit) ⊗ₖ (M ⊗ₖ (1 : Qubit))
  | _ + 2 => (1 : Qubit) ⊗ₖ ((1 : Qubit) ⊗ₖ M)
```

The proof reduces the on-site relations to two-by-two matrices.

```lean
/-- The Pauli matrices acting on three qubits form three Pauli sites. -/
theorem pauliSites_witness :
    PauliSites 3 (onQubit !![0, 1; 1, 0]) (onQubit !![0, -I; I, 0])
      (onQubit !![1, 0; 0, -1]) := by
  have hmul : ∀ j M N, onQubit M j * onQubit N j = onQubit (M * N) j := by
    intro j M N
    rcases j with _ | _ | j <;> simp [onQubit, ← Matrix.mul_kronecker_mul]
  have hstar : ∀ j M, star (onQubit M j) = onQubit (star M) j := by
    intro j M
    rcases j with _ | _ | j <;>
      simp [onQubit, Matrix.star_eq_conjTranspose, Matrix.conjTranspose_kronecker]
  have hsmul : ∀ j (c : ℂ) M, onQubit (c • M) j = c • onQubit M j := by
    intro j c M
    rcases j with _ | _ | j <;> simp [onQubit, Matrix.smul_kronecker, Matrix.kronecker_smul]
  have hone : ∀ j, onQubit 1 j = 1 := by
    intro j
    rcases j with _ | _ | j <;> simp [onQubit]
  have hcomm : ∀ M N, ∀ j < 3, ∀ k < 3, j ≠ k → Commute (onQubit M j) (onQubit N k) := by
    intro M N j hj k hk hjk
    interval_cases j <;> interval_cases k <;>
      simp_all [onQubit, commute_iff_eq, ← Matrix.mul_kronecker_mul]
  have sx : star (!![0, 1; 1, 0] : Qubit) = !![0, 1; 1, 0] := by
    ext i j; fin_cases i <;> fin_cases j <;> simp [Matrix.star_apply]
  have sy : star (!![0, -I; I, 0] : Qubit) = !![0, -I; I, 0] := by
    ext i j; fin_cases i <;> fin_cases j <;> simp [Matrix.star_apply]
  have xx : (!![0, 1; 1, 0] : Qubit) * !![0, 1; 1, 0] = 1 := by
    ext i j; fin_cases i <;> fin_cases j <;> simp [Matrix.mul_apply, Fin.sum_univ_succ]
  have yy : (!![0, -I; I, 0] : Qubit) * !![0, -I; I, 0] = 1 := by
    ext i j; fin_cases i <;> fin_cases j <;> simp [Matrix.mul_apply, Fin.sum_univ_succ]
  have xy : (!![0, 1; 1, 0] : Qubit) * !![0, -I; I, 0] = I • !![1, 0; 0, -1] := by
    ext i j; fin_cases i <;> fin_cases j <;> simp [Matrix.mul_apply, Fin.sum_univ_succ]
  have yx : (!![0, -I; I, 0] : Qubit) * !![0, 1; 1, 0] = (-I) • !![1, 0; 0, -1] := by
    ext i j; fin_cases i <;> fin_cases j <;> simp [Matrix.mul_apply, Fin.sum_univ_succ]
  exact
    { star_X := fun j _ => by rw [hstar, sx]
      star_Y := fun j _ => by rw [hstar, sy]
      X_sq := fun j _ => by rw [hmul, xx, hone]
      Y_sq := fun j _ => by rw [hmul, yy, hone]
      XY := fun j _ => by rw [hmul, xy, hsmul]
      YX := fun j _ => by rw [hmul, yx, hsmul, neg_smul]
      comm_XX := hcomm _ _
      comm_XY := hcomm _ _
      comm_YY := hcomm _ _ }

end

end JordanWignerHopping
```

For qubit simulation of electrons on finitely many orthonormal spin orbitals, the occupation and hopping formulas together give the Pauli form of a one-body Hamiltonian with real coefficients; interactions are not treated.

```lean
#print axioms JordanWignerHopping.jw_hopping
#print axioms JordanWignerHopping.xy_chain
```

```
'JordanWignerHopping.jw_hopping' depends on axioms: [propext, Classical.choice, Quot.sound]
'JordanWignerHopping.xy_chain' depends on axioms: [propext, Classical.choice, Quot.sound]
```
